# The truncated Coulomb integral of a centred s Gaussian, and the half-cell limit on the cutoff in a cubic lattice

When exact exchange is computed in a periodic supercell with a truncated Coulomb kernel, a cutoff radius has to be chosen for the given cell. For a simple cubic cell, the Lean file below determines which radii leave every point with at most one lattice image in range, and bounds from below what such a radius removes from the Coulomb integral of one s Gaussian about its own centre.

```lean
import Mathlib

open MeasureTheory Set Filter Real

namespace TruncatedCoulombExchange

noncomputable section

/-- Three-dimensional Euclidean space. -/
abbrev Space := EuclideanSpace ℝ (Fin 3)

/-- The s-type Gaussian charge density `(p/π)^(3/2) exp(-p r²)` at distance `r` from its
centre, for an exponent `p > 0`. -/
def gaussianDensity (p r : ℝ) : ℝ := √(p / π) ^ 3 * Real.exp (-p * r ^ 2)

/-- The truncated Coulomb kernel at distance `r > 0`: it is `1/r` up to the cutoff `Rc`
and zero beyond. -/
def truncatedCoulomb (Rc r : ℝ) : ℝ := if r ≤ Rc then 1 / r else 0

/-- The vector of the simple cubic lattice with lattice constant `L` and integer
coordinates `n`. -/
def latticeVector (L : ℝ) (n : Fin 3 → ℤ) : Space :=
  WithLp.toLp 2 (fun i => L * (n i : ℝ))

/-- The integral over space of a function of the distance from the origin is `4π` times
its radial integral with weight `r²`. -/
theorem integral_spherical (f : ℝ → ℝ) :
    ∫ x : Space, f ‖x‖ = 4 * π * ∫ r in Ioi (0 : ℝ), r ^ 2 * f r := by
  have h := integral_fun_norm_addHaar (volume : Measure Space) f
  have hd : Module.finrank ℝ Space = 3 := by simp
  -- the volume of the unit ball
  have hv : (volume : Measure Space).real (Metric.ball 0 1) = π * 4 / 3 := by
    rw [Measure.real, EuclideanSpace.volume_ball_fin_three, ENNReal.ofReal_one, one_pow,
      one_mul, ENNReal.toReal_ofReal (by positivity)]
  rw [h, hd, hv]
  simp only [smul_eq_mul, nsmul_eq_mul, Nat.reduceSub]
  push_cast
  ring

/-- For `p > 0`, the function `-2 √(p/π) exp(-p r²)` is an antiderivative of the radial
Coulomb integrand `4π r (p/π)^(3/2) exp(-p r²)`. -/
theorem hasDerivAt_radial {p : ℝ} (hp : 0 < p) (r : ℝ) :
    HasDerivAt (fun r => -(2 * √(p / π) * Real.exp (-p * r ^ 2)))
      (4 * π * r * gaussianDensity p r) r := by
  have h1 : HasDerivAt (fun r : ℝ => -p * r ^ 2) (-p * (2 * r)) r :=
    ((hasDerivAt_pow 2 r).const_mul (-p)).congr_deriv (by norm_num)
  have hs : √(p / π) ^ 2 * π = p := by
    rw [Real.sq_sqrt (by positivity)]
    field_simp
  refine (h1.exp.const_mul (2 * √(p / π))).fun_neg.congr_deriv ?_
  unfold gaussianDensity
  linear_combination (-4 * √(p / π) * r * Real.exp (-p * r ^ 2)) * hs

/-- For `p > 0`, the integral of `4π r (p/π)^(3/2) exp(-p r²)` from `0` to `Rc` is
`2 √(p/π) (1 - exp(-p Rc²))`. -/
theorem radial_integral {p : ℝ} (hp : 0 < p) (Rc : ℝ) :
    ∫ r in (0 : ℝ)..Rc, 4 * π * r * gaussianDensity p r =
      2 * √(p / π) * (1 - Real.exp (-p * Rc ^ 2)) := by
  have hc : Continuous (fun r => 4 * π * r * gaussianDensity p r) := by
    unfold gaussianDensity
    fun_prop
  rw [intervalIntegral.integral_eq_sub_of_hasDerivAt
    (fun r _ => hasDerivAt_radial hp r) (hc.intervalIntegrable _ _)]
  have h0 : Real.exp (-p * (0 : ℝ) ^ 2) = 1 := by simp
  rw [h0]
  ring

/-- The truncated Coulomb integral of an s Gaussian of exponent `p > 0`, with the kernel
centred on the Gaussian and cutoff `Rc ≥ 0`, is `2 √(p/π) (1 - exp(-p Rc²))`. -/
theorem truncated_coulomb_integral {p Rc : ℝ} (hp : 0 < p) (hRc : 0 ≤ Rc) :
    ∫ x : Space, gaussianDensity p ‖x‖ * truncatedCoulomb Rc ‖x‖ =
      2 * √(p / π) * (1 - Real.exp (-p * Rc ^ 2)) := by
  refine (integral_spherical
    (fun r => gaussianDensity p r * truncatedCoulomb Rc r)).trans ?_
  -- the cutoff restricts the half-line to (0, Rc]
  have h : ∫ r in Ioi (0 : ℝ), r ^ 2 * (gaussianDensity p r * truncatedCoulomb Rc r) =
      ∫ r in Ioc 0 Rc, r * gaussianDensity p r := by
    rw [← Ioi_inter_Iic, ← setIntegral_indicator measurableSet_Iic]
    refine setIntegral_congr_fun measurableSet_Ioi (fun r hr => ?_)
    have hr0 : r ≠ 0 := (mem_Ioi.1 hr).ne'
    change r ^ 2 * (gaussianDensity p r * truncatedCoulomb Rc r) =
      (Iic Rc).indicator (fun r => r * gaussianDensity p r) r
    by_cases hc : r ≤ Rc
    · rw [indicator_of_mem (mem_Iic.2 hc), truncatedCoulomb, if_pos hc]
      field_simp
    · rw [indicator_of_notMem (fun h' => hc (mem_Iic.1 h')), truncatedCoulomb, if_neg hc]
      ring
  rw [← radial_integral hp Rc, intervalIntegral.integral_of_le hRc, h,
    ← integral_const_mul]
  simp only [mul_assoc]

/-- Without truncation, the Coulomb integral of an s Gaussian of exponent `p > 0` about
its own centre is `2 √(p/π)`. -/
theorem full_coulomb_integral {p : ℝ} (hp : 0 < p) :
    ∫ x : Space, gaussianDensity p ‖x‖ * (1 / ‖x‖) = 2 * √(p / π) := by
  refine (integral_spherical (fun r => gaussianDensity p r * (1 / r))).trans ?_
  have h : 4 * π * ∫ r in Ioi (0 : ℝ), r ^ 2 * (gaussianDensity p r * (1 / r)) =
      ∫ r in Ioi (0 : ℝ), 4 * π * r * gaussianDensity p r := by
    rw [← integral_const_mul]
    refine setIntegral_congr_fun measurableSet_Ioi (fun r hr => ?_)
    have hr0 : r ≠ 0 := (mem_Ioi.1 hr).ne'
    change 4 * π * (r ^ 2 * (gaussianDensity p r * (1 / r))) =
      4 * π * r * gaussianDensity p r
    field_simp
  -- the antiderivative vanishes at infinity
  have hlim : Tendsto (fun r : ℝ => -(2 * √(p / π) * Real.exp (-p * r ^ 2)))
      atTop (nhds (-(2 * √(p / π) * 0))) :=
    ((Real.tendsto_exp_atBot.comp ((tendsto_pow_atTop two_ne_zero).const_mul_atTop_of_neg
      (neg_lt_zero.2 hp))).const_mul _).neg
  rw [h, integral_Ioi_of_hasDerivAt_of_nonneg' (fun r _ => hasDerivAt_radial hp r)
    (fun r hr => ?_) hlim]
  · simp
  · have hr0 : 0 < r := hr
    unfold gaussianDensity
    positivity

/-- Two different vectors of the cubic lattice with lattice constant `L > 0` are at least
`L` apart. -/
theorem lattice_separation {L : ℝ} (hL : 0 < L) {m n : Fin 3 → ℤ} (hmn : m ≠ n) :
    L ≤ ‖latticeVector L m - latticeVector L n‖ := by
  obtain ⟨i, hi⟩ := Function.ne_iff.1 hmn
  have h1 : (1 : ℝ) ≤ |(m i : ℝ) - n i| := by
    exact_mod_cast Int.one_le_abs (sub_ne_zero.2 hi)
  have h2 : (latticeVector L m - latticeVector L n) i = L * ((m i : ℝ) - n i) := by
    change L * (m i : ℝ) - L * (n i : ℝ) = _
    ring
  have h3 := PiLp.norm_apply_le (latticeVector L m - latticeVector L n) i
  rw [h2, Real.norm_eq_abs, abs_mul, abs_of_pos hL] at h3
  nlinarith

/-- In the cubic lattice with lattice constant `L > 0`, every point of space has at most
one lattice vector within distance `Rc` if and only if `Rc < L/2`. -/
theorem unique_image_iff {L Rc : ℝ} (hL : 0 < L) :
    (∀ (x : Space) (m n : Fin 3 → ℤ), ‖x - latticeVector L m‖ ≤ Rc →
      ‖x - latticeVector L n‖ ≤ Rc → m = n) ↔ Rc < L / 2 := by
  constructor
  · intro h
    by_contra hlt
    have hR : L / 2 ≤ Rc := not_lt.1 hlt
    have key : ∀ v : Space, v 0 ^ 2 = (L / 2) ^ 2 → v 1 = 0 → v 2 = 0 → ‖v‖ ≤ Rc := by
      intro v h0 h1 h2
      rw [EuclideanSpace.norm_eq, Fin.sum_univ_three]
      simp only [Real.norm_eq_abs, sq_abs, h0, h1, h2]
      exact Real.sqrt_le_iff.2 ⟨by linarith, by nlinarith⟩
    -- the midpoint of a cell edge is equally far from both ends
    have h01 := h (WithLp.toLp 2 ![L / 2, 0, 0]) ![0, 0, 0] ![1, 0, 0]
      (key _ (by change (L / 2 - L * ((0 : ℤ) : ℝ)) ^ 2 = _; push_cast; ring)
        (by change (0 : ℝ) - L * ((0 : ℤ) : ℝ) = 0; simp)
        (by change (0 : ℝ) - L * ((0 : ℤ) : ℝ) = 0; simp))
      (key _ (by change (L / 2 - L * ((1 : ℤ) : ℝ)) ^ 2 = _; push_cast; ring)
        (by change (0 : ℝ) - L * ((0 : ℤ) : ℝ) = 0; simp)
        (by change (0 : ℝ) - L * ((0 : ℤ) : ℝ) = 0; simp))
    have h2 : (0 : ℤ) = 1 := congrFun h01 0
    omega
  · intro hR x m n hm hn
    by_contra hmn
    have h1 := lattice_separation hL hmn
    have h2 := norm_sub_le (x - latticeVector L n) (x - latticeVector L m)
    rw [sub_sub_sub_cancel_left] at h2
    linarith

/-- If the cutoff `Rc ≥ 0` admits at most one image of every point in the cubic lattice
with constant `L > 0`, then truncation lowers the Coulomb integral of an s Gaussian of
exponent `p > 0` by more than `2 √(p/π) exp(-p (L/2)²)`. -/
theorem truncation_error_lower_bound {p L Rc : ℝ} (hp : 0 < p) (hL : 0 < L)
    (hRc : 0 ≤ Rc)
    (huniq : ∀ (x : Space) (m n : Fin 3 → ℤ), ‖x - latticeVector L m‖ ≤ Rc →
      ‖x - latticeVector L n‖ ≤ Rc → m = n) :
    2 * √(p / π) * Real.exp (-p * (L / 2) ^ 2) <
      (∫ x : Space, gaussianDensity p ‖x‖ * (1 / ‖x‖)) -
        ∫ x : Space, gaussianDensity p ‖x‖ * truncatedCoulomb Rc ‖x‖ := by
  have hR := (unique_image_iff hL).1 huniq
  rw [full_coulomb_integral hp, truncated_coulomb_integral hp hRc]
  have hsq : Rc ^ 2 < (L / 2) ^ 2 := by nlinarith
  have hexp : Real.exp (-p * (L / 2) ^ 2) < Real.exp (-p * Rc ^ 2) :=
    Real.exp_lt_exp.2 (by nlinarith)
  have hs : 0 < 2 * √(p / π) := by positivity
  have hmul := mul_lt_mul_of_pos_left hexp hs
  linarith

end

end TruncatedCoulombExchange
```

```lean
#print axioms TruncatedCoulombExchange.truncated_coulomb_integral
#print axioms TruncatedCoulombExchange.truncation_error_lower_bound
```

```
'TruncatedCoulombExchange.truncated_coulomb_integral' depends on axioms: [propext, Classical.choice, Quot.sound]
'TruncatedCoulombExchange.truncation_error_lower_bound' depends on axioms: [propext, Classical.choice, Quot.sound]
```

## The Gaussian, the kernel and the lattice in Lean

Let $p>0$ be the exponent of the Gaussian, $R_c$ the cutoff radius and $L>0$ the lattice constant. At distance $r$ from its centre, the charge density is

$$\rho_p(r)=\left(\frac{p}{\pi}\right)^{3/2}e^{-pr^2}.$$

This is `gaussianDensity p r`, with the prefactor written as `√(p / π) ^ 3`. The prefactor is the usual one for unit total charge, so $\rho_p$ is a normalised density and not a normalised orbital. The square of a normalised s orbital with exponent $\alpha$ is $\rho_p$ with $p=2\alpha$.

The kernel `truncatedCoulomb Rc r` equals $1/r$ for $r\le R_c$ and zero for $r>R_c$, in units where two unit charges at distance $r$ have energy $1/r$. Lean sets $1/0=0$, which affects only the single point $r=0$ and no integral.

Space is `EuclideanSpace ℝ (Fin 3)`, that is, $\mathbb R^3$ with the ordinary Euclidean norm. For an integer triple $n$, `latticeVector L n` is the vector $Ln$. Here $L$ is the repeat length of the supercell.

## What is proved about them

`truncated_coulomb_integral` says that, for $p>0$ and $R_c\ge 0$,

$$\int_{\mathbb R^3}\rho_p(|x|)\,v_{R_c}(|x|)\,d^3x=2\sqrt{\frac p\pi}\left(1-e^{-pR_c^2}\right),$$

where $v_{R_c}$ is the truncated kernel. The left side is an integral over three-dimensional space; its radial form is the separate theorem `radial_integral`. Without truncation, `full_coulomb_integral` gives $2\sqrt{p/\pi}$.

`unique_image_iff` concerns the lattice alone. Its left side says that whenever two lattice vectors $Lm$ and $Ln$ both lie within $R_c$ of the same point $x$, then $m=n$. This holds for all points $x$ exactly when $R_c<L/2$. The inequality is strict because distances equal to $R_c$ count as within range, in agreement with the kernel.

`truncation_error_lower_bound` joins the two parts. If $R_c\ge0$ admits at most one image of every point, the full integral exceeds the truncated one by more than $2\sqrt{p/\pi}\,e^{-p(L/2)^2}$.

## What the integral means for exchange

The integral is the electrostatic potential that the Gaussian charge produces at its own centre, with all charge beyond $R_c$ ignored. It also covers the repulsion between two concentric s Gaussian densities with exponents $a$ and $b$: convolving them gives a single Gaussian with $p=ab/(a+b)$, and the repulsion becomes the integral above. For $a=b=2\alpha$ this repulsion is the exchange integral of a normalised s orbital of exponent $\alpha$ with itself, and $p=\alpha$. These reductions are standard background and are not formalised in the file.

The uniqueness hypothesis stands for the requirement that a charge should interact with at most one periodic copy of another charge. Not every truncation scheme imposes it: a cutoff sphere with the same volume as the cubic supercell, a common choice, has $R_c\approx0.62\,L$ and violates it. It is a condition on points. Gaussians have tails, so two extended densities can still have parts in range of more than one image even when the condition holds.

For a cutoff that meets this condition, the bound shows that diffuse functions, those with small $p$, need a large cell if the truncated integral is to have a small relative error; this is established here for one s Gaussian about its own centre in a simple cubic lattice. The comparison is with the Coulomb integral of an isolated Gaussian. Displaced centres, higher angular momenta, other cell shapes and the exchange energy of a whole system are not treated.

## From space to the radius

A function $f$ that depends only on the distance from the origin is integrated over spherical shells of area $4\pi r^2$:

$$\int_{\mathbb R^3}f(|x|)\,d^3x=4\pi\int_0^\infty r^2f(r)\,dr.$$

`integral_spherical` obtains this from a Mathlib formula valid in any finite dimension from one upwards, whose prefactor is the dimension times the volume of the unit ball. In three dimensions that is $3\cdot 4\pi/3=4\pi$.

With $f=\rho_p v_{R_c}$, the cutoff removes everything beyond $R_c$, and $r^2\cdot(1/r)=r$ for $r>0$. What remains is

$$\int_0^{R_c}4\pi r\,\rho_p(r)\,dr.$$

In `truncated_coulomb_integral` the same step writes the cutoff as an indicator function and treats $r\le R_c$ and $r>R_c$ separately.

## An antiderivative for both integrals

Write $s=\sqrt{p/\pi}$, so that $\pi s^2=p$, and take $F(r)=-2s\,e^{-pr^2}$. By the chain rule,

$$F'(r)=4ps\,r\,e^{-pr^2}=4\pi s^3\,r\,e^{-pr^2}=4\pi r\,\rho_p(r).$$

This is `hasDerivAt_radial`. The middle equality, which replaces $p$ by $\pi s^2$, is supplied by `hs` in the final `linear_combination`.

The fundamental theorem of calculus then gives `radial_integral`:

$$F(R_c)-F(0)=-2s\,e^{-pR_c^2}+2s=2s\left(1-e^{-pR_c^2}\right).$$

For the untruncated integral, the upper limit is infinity, where $F$ tends to zero, so the value is $0-F(0)=2s$. The proof of `full_coulomb_integral` establishes this limit as `hlim`. It also checks that the integrand is non-negative for $r>0$, which together with the limit guarantees that the improper integral converges.

## Why the limit is half the lattice constant

Take two different integer triples $m$ and $n$. They differ in some coordinate $i$, and since the entries are integers, $|m_i-n_i|\ge1$. A vector is at least as long as any one of its components, so

$$|Lm-Ln|\ge L|m_i-n_i|\ge L.$$

This is `lattice_separation`.

Suppose now that $R_c<L/2$ and that $Lm$ and $Ln$, with $m\ne n$, both lie within $R_c$ of $x$. The triangle inequality gives

$$L\le|Lm-Ln|\le|x-Lm|+|x-Ln|\le2R_c<L,$$

which is a contradiction. This is the second half of the proof of `unique_image_iff`, where `norm_sub_le` is the triangle inequality.

The first half handles $R_c\ge L/2$ with an explicit point. The midpoint of a cell edge, $x=(L/2,0,0)$, is at distance $L/2$ from both $(0,0,0)$ and $(L,0,0)$, so it has two images in range. The auxiliary statement `key` bounds both distances at once: a vector whose first component squares to $(L/2)^2$ and whose other components vanish has length at most $R_c$. Uniqueness would then force the integers $0$ and $1$ to be equal.

## What the cutoff leaves out

Subtracting the truncated integral from the full one gives

$$2\sqrt{\frac p\pi}-2\sqrt{\frac p\pi}\left(1-e^{-pR_c^2}\right)=2\sqrt{\frac p\pi}\,e^{-pR_c^2}.$$

Relative to the full integral, the missing fraction is $e^{-pR_c^2}$. If $R_c\ge0$ and every point has at most one image in range, then $0\le R_c<L/2$, hence $R_c^2<(L/2)^2$ and

$$e^{-pR_c^2}>e^{-p(L/2)^2}.$$

Multiplying by the positive number $2\sqrt{p/\pi}$ yields the bound. The proof of `truncation_error_lower_bound` first extracts $R_c<L/2$ from `unique_image_iff`, then inserts the two integral values and compares the exponentials. The missing amount comes arbitrarily close to the bound as $R_c$ approaches $L/2$ from below, but never reaches it.
